# The Chebyshev coefficients of exp(tx) are positive for t > 0

The $k$-th Chebyshev coefficient of a function $f$ on $[-1,1]$ is taken here to be an integral over an angle, not a number read off from a series already known to converge. The variable $x\in[-1,1]$ is a rescaled energy. If a finite-dimensional Hermitian Hamiltonian is written as $H=a\tilde H+b$, with $a>0$ and the spectrum of $\tilde H$ in $[-1,1]$, then

$$e^{-\tau H}=e^{-\tau b}\,e^{-\beta\tilde H},\qquad \beta=\tau a,$$

so the scalar function to expand is $e^{-\beta x}$, where $\beta$ is the physical inverse temperature $\tau$ times the half-width $a$ of the energy window. The theorems concern the coefficients of this scalar function; the convergence of the expansion and its application to an operator are not treated.

```lean
import Mathlib

open Real

namespace ImaginaryTimeChebyshev

noncomputable section
```

With $x=\cos\theta$, the Chebyshev weight $dx/\sqrt{1-x^2}$ becomes $d\theta$, and the coefficient is

$$c_k(f)=\frac{w_k}{\pi}\int_0^\pi f(\cos\theta)\,T_k(\cos\theta)\,d\theta,\qquad w_0=1,\quad w_k=2\ \ (k\ge1).$$

This convention belongs to the expansion $f=\sum_k c_kT_k$ with no halved first term. In Lean, `f` is a real function, `k` a natural number, and $T_k$ is Mathlib's polynomial `Polynomial.Chebyshev.T ℝ (k : ℤ)`, evaluated at `cos θ`.

```lean
/-- The `k`-th Chebyshev coefficient of a function `f` of the rescaled energy in `[-1, 1]`,
written as an integral over the angle `θ` with energy `cos θ`. -/
def chebCoeff (f : ℝ → ℝ) (k : ℕ) : ℝ :=
  (if k = 0 then 1 else 2) / π *
    ∫ θ in (0 : ℝ)..π, f (cos θ) * (Polynomial.Chebyshev.T ℝ (k : ℤ)).eval (cos θ)
```

## Cosine moments and their recursion

Since $T_k(\cos\theta)=\cos k\theta$, expanding the exponential in powers of $\cos x$, where $x$ now denotes the angle, leads to the moments

$$M(n,k)=\int_0^\pi\cos^n x\,\cos(kx)\,dx .$$

The order $k$ is an integer, because the recursion below lowers it and can take it below zero.

```lean
/-- The cosine moment: the integral of `cos x ^ n * cos (k x)` over `[0, π]`. -/
def moment (n : ℕ) (k : ℤ) : ℝ :=
  ∫ x in (0 : ℝ)..π, cos x ^ n * cos ((k : ℝ) * x)
```

The product formula

$$\cos x\cos kx=\tfrac12\left[\cos (k+1)x+\cos (k-1)x\right],$$

multiplied by $\cos^n x$ and integrated, gives

$$M(n+1,k)=\tfrac12\left[M(n,k+1)+M(n,k-1)\right].$$

In the proof, `h` is the pointwise identity, obtained from the addition formulas. Linearity of the integral then finishes the step, with continuity supplying integrability.

```lean
/-- One more power of the energy averages the moments of the two neighbouring orders. -/
theorem moment_succ (n : ℕ) (k : ℤ) :
    moment (n + 1) k = 1 / 2 * (moment n (k + 1) + moment n (k - 1)) := by
  unfold moment
  -- the product formula for cosines, under the integral
  have h : ∀ x : ℝ, cos x ^ (n + 1) * cos ((k : ℝ) * x) =
      1 / 2 * (cos x ^ n * cos (((k + 1 : ℤ) : ℝ) * x)
        + cos x ^ n * cos (((k - 1 : ℤ) : ℝ) * x)) := by
    intro x
    push_cast
    rw [add_mul, sub_mul, one_mul, cos_add, cos_sub]
    ring
  simp only [h]
  rw [intervalIntegral.integral_const_mul, intervalIntegral.integral_add]
  · exact Continuous.intervalIntegrable (by fun_prop) _ _
  · exact Continuous.intervalIntegrable (by fun_prop) _ _
```

The recursion starts from $n=0$. For $k=0$ the integrand is 1 and the integral is $\pi$. For $k\ne0$,

$$M(0,k)=\frac{\sin k\pi}{k}=0 .$$

```lean
/-- The moment without any power of the energy is `π` for order zero and vanishes otherwise. -/
theorem moment_zero (k : ℤ) : moment 0 k = if k = 0 then π else 0 := by
  unfold moment
  split_ifs with hk
  · simp [hk]
  · have hk' : (k : ℝ) ≠ 0 := by exact_mod_cast hk
    simp only [pow_zero, one_mul]
    rw [intervalIntegral.integral_comp_mul_left (fun y => cos y) hk', integral_cos]
    simp [Real.sin_int_mul_pi]
```

All starting values are nonnegative, and an average of nonnegative numbers is nonnegative. Hence $M(n,k)\ge0$ for all $n$ and $k$. The induction on $n$ carries the statement for every integer $k$ at once, since each step uses both neighbours.

```lean
/-- All cosine moments are nonnegative. -/
theorem moment_nonneg (n : ℕ) : ∀ k : ℤ, 0 ≤ moment n k := by
  induction n with
  | zero =>
    intro k
    rw [moment_zero]
    split_ifs
    · exact pi_pos.le
    · exact le_rfl
  | succ n ih =>
    intro k
    rw [moment_succ]
    have h1 := ih (k + 1)
    have h2 := ih (k - 1)
    linarith
```

On the diagonal the moments also have a positive lower bound. Starting from $M(0,0)=\pi$ and discarding one nonnegative neighbour,

$$M(n+1,n+1)=\tfrac12\left[M(n,n+2)+M(n,n)\right]\ge\tfrac12\cdot\frac{\pi}{2^n}=\frac{\pi}{2^{n+1}} .$$

```lean
/-- The moment whose power equals its order is at least `π / 2 ^ n`. -/
theorem moment_diag (n : ℕ) : π / 2 ^ n ≤ moment n (n : ℤ) := by
  induction n with
  | zero => simp [moment_zero]
  | succ n ih =>
    rw [moment_succ]
    have h1 := moment_nonneg n (((n + 1 : ℕ) : ℤ) + 1)
    have h2 : ((n + 1 : ℕ) : ℤ) - 1 = (n : ℤ) := by push_cast; ring
    have h3 : π / 2 ^ (n + 1) = 1 / 2 * (π / 2 ^ n) := by
      rw [pow_succ]
      field_simp
    rw [h2, h3]
    linarith
```

## Integrating the exponential series

For every real $t$,

$$e^{t\cos x}\cos kx=\sum_{n\ge0}\frac{t^n}{n!}\cos^n x\cos kx .$$

The $n$-th term is bounded in absolute value by $|t|^n/n!$, independently of $x$. These bounds sum to the constant $e^{|t|}$, which is integrable on $[0,\pi]$, so dominated convergence permits termwise integration:

$$\int_0^\pi e^{t\cos x}\cos kx\,dx=\sum_{n\ge0}\frac{t^n}{n!}M(n,k).$$

`HasSum` states that the series converges to the given integral. The bulleted goals inside `key` are the conditions for dominated convergence: measurability, the bound, its summability, its integrability and the pointwise series.

```lean
/-- The integral of `exp (t cos x) cos (k x)` over `[0, π]` is the power series in `t` whose
coefficients are the cosine moments divided by factorials. -/
theorem hasSum_moments (t : ℝ) (k : ℕ) :
    HasSum (fun n : ℕ => t ^ n / (n.factorial : ℝ) * moment n (k : ℤ))
      (∫ x in (0 : ℝ)..π, Real.exp (t * cos x) * cos ((k : ℝ) * x)) := by
  have hexp : ∀ y : ℝ, HasSum (fun n : ℕ => y ^ n / (n.factorial : ℝ)) (Real.exp y) := by
    intro y
    have h : Real.exp y = ∑' n : ℕ, y ^ n / (n.factorial : ℝ) := by
      rw [Real.exp_eq_exp_ℝ, NormedSpace.exp_eq_tsum_div]
    rw [h]
    exact (Real.summable_pow_div_factorial y).hasSum
  -- termwise integration, dominated by the exponential series of `|t|`
  have key : HasSum
      (fun n : ℕ => ∫ x in (0 : ℝ)..π,
        t ^ n / (n.factorial : ℝ) * (cos x ^ n * cos ((k : ℝ) * x)))
      (∫ x in (0 : ℝ)..π, Real.exp (t * cos x) * cos ((k : ℝ) * x)) := by
    apply intervalIntegral.hasSum_integral_of_dominated_convergence
      (fun (n : ℕ) (_ : ℝ) => |t| ^ n / (n.factorial : ℝ))
    · intro n
      exact Continuous.aestronglyMeasurable (by fun_prop)
    · intro n
      refine Filter.Eventually.of_forall fun x _ => ?_
      rw [Real.norm_eq_abs, abs_mul, abs_mul, abs_div, abs_pow, abs_pow, Nat.abs_cast]
      have h1 : |cos x| ^ n * |cos ((k : ℝ) * x)| ≤ 1 :=
        mul_le_one₀ (pow_le_one₀ (abs_nonneg _) (abs_cos_le_one x)) (abs_nonneg _)
          (abs_cos_le_one _)
      exact mul_le_of_le_one_right (by positivity) h1
    · exact Filter.Eventually.of_forall fun x _ => Real.summable_pow_div_factorial |t|
    · exact Continuous.intervalIntegrable continuous_const _ _
    · refine Filter.Eventually.of_forall fun x _ => ?_
      have e : (fun n : ℕ => t ^ n / (n.factorial : ℝ) * (cos x ^ n * cos ((k : ℝ) * x))) =
          fun n : ℕ => (t * cos x) ^ n / (n.factorial : ℝ) * cos ((k : ℝ) * x) := by
        funext n
        ring
      have h2 : HasSum
          (fun n : ℕ => t ^ n / (n.factorial : ℝ) * (cos x ^ n * cos ((k : ℝ) * x)))
          (Real.exp (t * cos x) * cos ((k : ℝ) * x)) := by
        rw [e]
        exact (hexp (t * cos x)).mul_right (cos ((k : ℝ) * x))
      exact h2
  simp only [intervalIntegral.integral_const_mul] at key
  simpa only [moment, Int.cast_natCast] using key
```

If $t\ge0$, every term on the right is nonnegative, so the sum is at least its term $n=k$:

$$\int_0^\pi e^{t\cos x}\cos kx\,dx\ \ge\ \frac{t^k}{k!}M(k,k)\ \ge\ \frac{\pi(t/2)^k}{k!}.$$

`le_hasSum` supplies the first inequality and `moment_diag` the second.

```lean
/-- For `t ≥ 0` the integral of `exp (t cos x) cos (k x)` over `[0, π]` is at least
`π (t / 2) ^ k / k!`. -/
theorem integral_lower_bound {t : ℝ} (ht : 0 ≤ t) (k : ℕ) :
    π * (t / 2) ^ k / (k.factorial : ℝ) ≤
      ∫ x in (0 : ℝ)..π, Real.exp (t * cos x) * cos ((k : ℝ) * x) := by
  -- every term of the series is nonnegative, so the term `n = k` bounds the sum from below
  have h := le_hasSum (hasSum_moments t k) k
    (fun n _ => mul_nonneg (by positivity) (moment_nonneg n k))
  refine le_trans ?_ h
  calc π * (t / 2) ^ k / (k.factorial : ℝ)
      = t ^ k / (k.factorial : ℝ) * (π / 2 ^ k) := by rw [div_pow]; ring
    _ ≤ t ^ k / (k.factorial : ℝ) * moment k (k : ℤ) :=
        mul_le_mul_of_nonneg_left (moment_diag k) (by positivity)
```

For $t=1$ and $k=1$ the bound is $\pi/2\approx1.571$. Only odd $n$ contribute to the series, with $M(1,1)=\pi/2$, $M(3,1)=3\pi/8$ and $M(5,1)=5\pi/16$. The integral is therefore

$$\pi\left(\frac12+\frac{1}{6}\cdot\frac38+\frac1{120}\cdot\frac5{16}+\cdots\right)\approx1.775,$$

and multiplication by $2/\pi$ gives $c_1\approx1.130$.

## Positive coefficients

For $t>0$ the lower bound is strictly positive for every $k$, and so is the integral. The coefficient of $e^{tx}$ is this integral multiplied by $1/\pi$ or $2/\pi$, so it is positive too. The theorem states both facts as a conjunction; `Polynomial.Chebyshev.T_real_cos` replaces $T_k(\cos\theta)$ by $\cos k\theta$ to pass from the first to the second.

```lean
/-- For `t > 0` the integral of `exp (t cos x) cos (k x)` over `[0, π]` is strictly positive,
and so is the `k`-th Chebyshev coefficient of `exp (t x)`, for every `k`. -/
theorem chebyshev_exp_pos {t : ℝ} (ht : 0 < t) (k : ℕ) :
    0 < (∫ x in (0 : ℝ)..π, Real.exp (t * cos x) * cos ((k : ℝ) * x)) ∧
      0 < chebCoeff (fun x => Real.exp (t * x)) k := by
  have h : 0 < ∫ x in (0 : ℝ)..π, Real.exp (t * cos x) * cos ((k : ℝ) * x) :=
    lt_of_lt_of_le (by positivity) (integral_lower_bound ht.le k)
  refine ⟨h, ?_⟩
  simp only [chebCoeff, Polynomial.Chebyshev.T_real_cos, Int.cast_natCast]
  refine mul_pos (div_pos ?_ pi_pos) h
  split_ifs <;> norm_num
```

## Alternating signs for the Boltzmann factor

Reversing the energy axis replaces $f(x)$ by $f(-x)$. Under the substitution $\theta\to\pi-\theta$, $\cos\theta$ changes sign and

$$\cos k(\pi-\theta)=(-1)^k\cos k\theta,$$

so the $k$-th coefficient is multiplied by $(-1)^k$. The proof makes this substitution with `intervalIntegral.integral_comp_sub_left`, and `h2` rewrites the integrand.

```lean
/-- Reversing the energy axis multiplies the `k`-th Chebyshev coefficient by `(-1) ^ k`. -/
theorem chebCoeff_reflect (f : ℝ → ℝ) (k : ℕ) :
    chebCoeff (fun x => f (-x)) k = (-1) ^ k * chebCoeff f k := by
  simp only [chebCoeff, Polynomial.Chebyshev.T_real_cos, Int.cast_natCast]
  -- substitute `π - x` for the angle
  have h := intervalIntegral.integral_comp_sub_left (a := 0) (b := π)
    (fun x => f (-cos x) * cos ((k : ℝ) * x)) π
  have h2 : ∀ x : ℝ, f (-cos (π - x)) * cos ((k : ℝ) * (π - x)) =
      (-1) ^ k * (f (cos x) * cos ((k : ℝ) * x)) := by
    intro x
    rw [cos_pi_sub, neg_neg, mul_sub, Real.cos_nat_mul_pi_sub]
    ring
  simp only [h2, sub_self, sub_zero, intervalIntegral.integral_const_mul] at h
  rw [← h]
  ring
```

Applied to $f(x)=e^{\beta x}$ with $\beta>0$, reflection gives $c_k(e^{-\beta x})=(-1)^kc_k(e^{\beta x})$. Multiplying by another $(-1)^k$ leaves a positive number, and this is how the theorem expresses that the coefficient has the sign $(-1)^k$. In thermal propagation with a Hamiltonian rescaled as above, $T_k(-1)=(-1)^k$, so at the lower edge of the energy window all terms $c_kT_k(-1)$ are positive and add without cancellation.

```lean
/-- For rescaled inverse temperature `β > 0` the `k`-th Chebyshev coefficient of the Boltzmann
factor `exp (-β x)` has the sign `(-1) ^ k`. -/
theorem boltzmann_coeff_alternating {β : ℝ} (hβ : 0 < β) (k : ℕ) :
    0 < (-1) ^ k * chebCoeff (fun x => Real.exp (β * -x)) k := by
  rw [chebCoeff_reflect (fun x => Real.exp (β * x)) k, ← mul_assoc, ← mul_pow]
  simpa using (chebyshev_exp_pos hβ k).2
```

## Where positivity fails

Without the hypothesis $t>0$ positivity can fail, both for negative $t$ and at $t=0$. For $t=-1$ and $k=1$, reflection turns the value computed above into $c_1\approx-1.130$. At $t=0$ the function is the constant 1, and for $k\ge1$

$$c_k=\frac2\pi\int_0^\pi\cos k\theta\,d\theta=\frac2\pi M(0,k)=0,$$

so strict positivity already fails at the endpoint. Only $c_0=1$ survives there, which is why the last theorem assumes `k ≠ 0`.

```lean
/-- At `t = 0` every Chebyshev coefficient of `exp (t x)` of order `k ≥ 1` vanishes. -/
theorem chebCoeff_at_zero {k : ℕ} (hk : k ≠ 0) :
    chebCoeff (fun x => Real.exp (0 * x)) k = 0 := by
  have h := moment_zero (k : ℤ)
  rw [if_neg (by exact_mod_cast hk)] at h
  simp only [moment, pow_zero, one_mul, Int.cast_natCast] at h
  simp only [chebCoeff, Polynomial.Chebyshev.T_real_cos, Int.cast_natCast, zero_mul,
    Real.exp_zero, one_mul, h, mul_zero]

end

end ImaginaryTimeChebyshev
```

```lean
#print axioms ImaginaryTimeChebyshev.chebyshev_exp_pos
-- 'ImaginaryTimeChebyshev.chebyshev_exp_pos' depends on axioms: [propext, Classical.choice, Quot.sound]
#print axioms ImaginaryTimeChebyshev.boltzmann_coeff_alternating
-- 'ImaginaryTimeChebyshev.boltzmann_coeff_alternating' depends on axioms: [propext, Classical.choice, Quot.sound]
#print axioms ImaginaryTimeChebyshev.chebCoeff_at_zero
-- 'ImaginaryTimeChebyshev.chebCoeff_at_zero' depends on axioms: [propext, Classical.choice, Quot.sound]
```
